# Deleting a site where a state vanishes leaves the Hamiltonian's action at the other sites unchanged

A Hamiltonian on finitely many sites is given as a complex matrix `H`, and `cut H i` is the matrix left when row and column `i` are deleted. The lemma says that if a vector `w` has zero amplitude at site `i`, then at every other site `k` the cut matrix applied to the restriction of `w` gives the same value as `H` applied to `w`. `H` need not be Hermitian, and `w` need be neither normalised nor an eigenvector. The attempt rewrites the sum over the remaining sites as a sum over all sites but `i`, then adds back the term at `i`, which is zero.

This version doesn't compile in Lean 4 with Mathlib:

```lean
import Mathlib

open Matrix

namespace DegeneracyBySiteDeletion

noncomputable section

variable {n : Type*} [Fintype n] [DecidableEq n]

/-- The Hamiltonian with site `i` removed: row `i` and column `i` are deleted. -/
def cut {m : Type*} (H : Matrix m m ℂ) (i : m) : Matrix {j // j ≠ i} {j // j ≠ i} ℂ :=
  H.submatrix Subtype.val Subtype.val

/-- On a state with no amplitude at site `i`, the cut Hamiltonian acts at the remaining sites
as the full one does. -/
theorem cut_mulVec (H : Matrix n n ℂ) {i : n} {w : n → ℂ} (hw : w i = 0) (k : {j // j ≠ i}) :
    (cut H i *ᵥ fun j => w j) k = (H *ᵥ w) k := by
  have h := Finset.sum_subtype (Finset.univ.erase i) (p := fun j => j ≠ i) (by simp)
    (fun j => H k j * w j)
  have h2 := Finset.add_sum_erase Finset.univ (fun j => H k j * w j) (Finset.mem_univ i)
  simp only [hw, mul_zero, zero_add] at h2
  exact h.symm.trans h2

end

end DegeneracyBySiteDeletion
```

Compiling this gives:

```
Main.lean:19:12: error: don't know how to synthesize implicit argument `F`
  @Finset.sum_subtype n ℂ Complex.instAddCommMonoid (fun j => j ≠ i) ?m.27 (Finset.univ.erase i)
    (of_eq_true
      (Eq.trans
        (forall_congr fun x =>
          Eq.trans
            (congrFun'
              (congrArg Iff
                (Eq.trans Finset.mem_erase._simp_1
                  (Eq.trans (congrArg (And ¬x = i) (Finset.mem_univ._simp_1 x)) (and_true ¬x = i))))
              ¬x = i)
            (iff_self ¬x = i))
        (implies_true n)))
    fun j => H (↑k) j * w j
context:
n : Type u_1
inst✝¹ : Fintype n
inst✝ : DecidableEq n
H : Matrix n n ℂ
i : n
w : n → ℂ
hw : w i = 0
k : { j // j ≠ i }
⊢ Fintype { j // j ≠ i }
Main.lean:19:7: error: failed to infer `have` declaration type
Main.lean:18:48: error: unsolved goals
n : Type u_1
inst✝¹ : Fintype n
inst✝ : DecidableEq n
H : Matrix n n ℂ
i : n
w : n → ℂ
hw : w i = 0
k : { j // j ≠ i }
⊢ (cut H i *ᵥ fun j => w ↑j) k = (H *ᵥ w) ↑k
```

What went wrong. The first error concerns the argument `F` of `Finset.sum_subtype`, the `Fintype` structure on `{j // j ≠ i}` used by the sum on the right of its conclusion. Lean could build such a structure by instance search, but `F` is an ordinary implicit argument, so Lean does not search for it and has to find it by unification. Here `h` has no stated type, and none of the arguments supplied mentions `F`, so it stays unknown. The other two errors follow: the type of `h` cannot be inferred while it contains an unknown, and the theorem's goal is left unproved.

The repair states the type of `h`. Writing the sum over `{j // j ≠ i}` there makes Lean find the `Fintype` instance by search, and matching the lemma's conclusion against this type then fixes `F`. The same match fixes the predicate `p`, so the explicit `(p := fun j => j ≠ i)` is no longer needed.

As a diff, the version that Lean accepts:

```diff
@@ -17,6 +17,6 @@
 theorem cut_mulVec (H : Matrix n n ℂ) {i : n} {w : n → ℂ} (hw : w i = 0) (k : {j // j ≠ i}) :
     (cut H i *ᵥ fun j => w j) k = (H *ᵥ w) k := by
-  have h := Finset.sum_subtype (Finset.univ.erase i) (p := fun j => j ≠ i) (by simp)
-    (fun j => H k j * w j)
+  have h : ∑ j ∈ Finset.univ.erase i, H k j * w j = ∑ j : {j // j ≠ i}, H k j * w j :=
+    Finset.sum_subtype (Finset.univ.erase i) (by simp) (fun j => H k j * w j)
   have h2 := Finset.add_sum_erase Finset.univ (fun j => H k j * w j) (Finset.mem_univ i)
   simp only [hw, mul_zero, zero_add] at h2
```
